# A size-independent operator bound for truncating exponentially decaying matrices on a chain

Number the sites of an open chain \(0,\dots,N-1\), and let \(P\) be a complex \(N\times N\) matrix whose elements satisfy

\[
|P_{ij}|\le C\,q^{|i-j|},\qquad 0\le q<1 .
\]

Here \(C\) sets the size of the elements and \(q\) is the factor by which the bound falls per site. For a one-particle density matrix in a localised orthonormal basis, such decay is typical of insulators. It is assumed here, not derived from a Hamiltonian. Symmetry of \(P\) is not needed.

For a cutoff \(R\), let \(D\) be the discarded part: \(D_{ij}=P_{ij}\) if \(|i-j|>R\), and \(D_{ij}=0\) otherwise. Vectors carry the Euclidean norm \(\|v\|\), and \(\|D\|_F^2=\sum_{ij}|D_{ij}|^2\) is the squared Frobenius norm.

## Operator error and Frobenius error

The claim is that, for every \(N\) and \(v\),

\[
\|Dv\|\le K\|v\|,\qquad K=\frac{2Cq^{R+1}}{1-q},
\]

while for the model \(P_{ij}=Cq^{|i-j|}\)

\[
\|D\|_F^2\ge 2(N-R-1)\,C^2q^{2R+2}.
\]

**Row sums.** Fix a site \(i\). On each side of it, every separation occurs at most once, so

\[
\sum_{j:\,|i-j|>R}q^{|i-j|}\le 2\sum_{k=R+1}^{\infty}q^k=\frac{2q^{R+1}}{1-q}.
\]

Hence \(\sum_j|D_{ij}|\le K\). Since \(|i-j|\) is symmetric, the column sums obey the same bound.

**From sums to the operator bound.** Cauchy–Schwarz with weights \(|D_{ij}|\) gives

\[
|(Dv)_i|^2\le\Big(\sum_j|D_{ij}|\Big)\Big(\sum_j|D_{ij}||v_j|^2\Big)\le K\sum_j|D_{ij}||v_j|^2 .
\]

Summing over \(i\) and using the column sums,

\[
\|Dv\|^2\le K\sum_j\Big(\sum_i|D_{ij}|\Big)|v_j|^2\le K^2\|v\|^2 .
\]

**Frobenius norm from above.** The row estimate with \(q^2\) in place of \(q\) bounds each row of \(|D_{ij}|^2\), and there are \(N\) rows:

\[
\|D\|_F^2\le N\,\frac{2C^2q^{2R+2}}{1-q^2}.
\]

**Frobenius norm from below.** In the model with \(N>R\), the pairs \((i,i+R+1)\) with \(0\le i<N-R-1\) form a diagonal of \(N-R-1\) elements, each with square \(C^2q^{2R+2}\). The transposed diagonal doubles the count, and all other terms are nonnegative.

**Choosing the cutoff.** Given \(\varepsilon>0\), take \(R\) with \(q^R<\varepsilon(1-q)/(2|C|+1)\). Then \(2Cq^{R+1}\le(2|C|+1)q^R<\varepsilon(1-q)\), so \(\|Dv\|\le\varepsilon\|v\|\) for all \(N\). At fixed \(R\), by contrast, the model's squared Frobenius error \(\|D\|_F^2\) exceeds a given \(B\) once \(N>B/(2C^2q^{2R+2})+R+1\), provided \(C\ne0\) and \(q>0\).

For linear-scaling electronic structure on a chain with size-independent decay constants, this means that a fixed cutoff controls the error in the action of the truncated density matrix on a vector, whereas a fixed threshold on the total Frobenius error can require a cutoff that grows with the system. The model shows the latter: for \(0<q<1\) and \(0<C\le(1-q)/(1+q)\) its eigenvalues lie between 0 and 1, as those of a one-particle density matrix in spin orbitals must, although it is not idempotent.

**The smallest nonzero case.** For \(N=R+1\) nothing is discarded and the lower bound is zero. For \(N=R+2\) only the two corner elements are discarded, and the model has \(\|D\|_F^2=2C^2q^{2R+2}\), so the lower bound is attained.

**Without decay.** Let \(q=1\), \(C=1\), \(R=0\), and let every \(P_{ij}=1\). For the vector \(v\) of ones, \(Dv=(N-1)v\), so no bound independent of \(N\) exists. This is an example for the matrix bound only: \(P\) has the eigenvalue \(N\), so for \(N>1\) it is not a one-particle density matrix in spin orbitals.

## The chain and its norms in Lean

```lean
import Mathlib

open Matrix

namespace DecayTruncation

noncomputable section
```

Sites are elements of `Fin N`. The separation is computed in the integers, because subtraction of natural numbers stops at zero.

```lean
/-- The separation |i - j| of two sites on a chain of N sites. -/
def sep {N : ℕ} (i j : Fin N) : ℕ := ((i.val : ℤ) - (j.val : ℤ)).natAbs
```

The decay condition is a predicate on a matrix and two real constants.

```lean
/-- The bound |P_ij| ≤ C q^|i-j| on all matrix elements; for 0 ≤ q < 1 it expresses exponential
decay. -/
def HasExpDecay {N : ℕ} (P : Matrix (Fin N) (Fin N) ℂ) (C q : ℝ) : Prop :=
  ∀ i j, ‖P i j‖ ≤ C * q ^ sep i j
```

The matrix \(D\) is `farPart R P`. The inequality is strict, so elements at separation exactly \(R\) are kept.

```lean
/-- The part of P discarded by a cutoff R: the elements with |i - j| > R. -/
def farPart {N : ℕ} (R : ℕ) (P : Matrix (Fin N) (Fin N) ℂ) : Matrix (Fin N) (Fin N) ℂ :=
  Matrix.of fun i j => if R < sep i j then P i j else 0
```

The Euclidean norm is written out, since Mathlib's default norm on functions `Fin N → ℂ` is the maximum norm.

```lean
/-- The Euclidean norm of a vector of site amplitudes. -/
def vecNorm {N : ℕ} (v : Fin N → ℂ) : ℝ := Real.sqrt (∑ i, ‖v i‖ ^ 2)

/-- The squared Frobenius norm of a matrix. -/
def frobSq {N : ℕ} (A : Matrix (Fin N) (Fin N) ℂ) : ℝ := ∑ i, ∑ j, ‖A i j‖ ^ 2
```

The model has real elements, embedded in the complex numbers.

```lean
/-- The model matrix with elements exactly C q^|i-j|. -/
def expModel (N : ℕ) (C q : ℝ) : Matrix (Fin N) (Fin N) ℂ :=
  Matrix.of fun i j => ((C * q ^ sep i j : ℝ) : ℂ)
```

Two short facts follow: separation is symmetric, and the model satisfies the predicate `HasExpDecay` when \(C,q\ge0\).

```lean
/-- The separation is symmetric in the two sites. -/
theorem sep_comm {N : ℕ} (i j : Fin N) : sep i j = sep j i := by
  unfold sep
  omega

/-- For C, q ≥ 0 the model matrix C q^|i-j| satisfies `HasExpDecay` with constants C and q. -/
theorem expDecay_witness (N : ℕ) {C q : ℝ} (hC : 0 ≤ C) (h0 : 0 ≤ q) :
    HasExpDecay (expModel N C q) C q := by
  intro i j
  simp only [expModel, Matrix.of_apply]
  rw [Complex.norm_real, Real.norm_eq_abs, abs_of_nonneg (mul_nonneg hC (pow_nonneg h0 _))]
```

## Geometric tails and the Schur test

The two lemmas on geometric tails assume \(0\le q<1\). The first treats a finite set of sites whose distances `f i` are distinct and exceed \(R\). It factors out \(q^{R+1}\), reindexes by `f i - (R + 1)`, and compares the finite sum with the full geometric series.

```lean
/-- Distinct distances, all larger than R, contribute at most one geometric tail. -/
theorem tail_sum_le {ι : Type*} (s : Finset ι) (f : ι → ℕ) (R : ℕ) {q : ℝ}
    (h0 : 0 ≤ q) (h1 : q < 1) (hf : ∀ i ∈ s, R < f i)
    (hinj : ∀ i ∈ s, ∀ j ∈ s, f i = f j → i = j) :
    ∑ i ∈ s, q ^ f i ≤ q ^ (R + 1) / (1 - q) := by
  classical
  have hg : ∀ i ∈ s, q ^ f i = q ^ (R + 1) * q ^ (f i - (R + 1)) := by
    intro i hi
    have := hf i hi
    rw [← pow_add]
    congr 1
    omega
  have himg : ∑ k ∈ s.image (fun i => f i - (R + 1)), q ^ k
      = ∑ i ∈ s, q ^ (f i - (R + 1)) := by
    apply Finset.sum_image
    intro i hi j hj hij
    have hij' : f i - (R + 1) = f j - (R + 1) := hij
    have a := hf i hi
    have b := hf j hj
    exact hinj i hi j hj (by omega)
  have hle := sum_le_hasSum (s.image (fun i => f i - (R + 1)))
    (fun k _ => pow_nonneg h0 k) (hasSum_geometric_of_lt_one h0 h1)
  rw [Finset.sum_congr rfl hg, ← Finset.mul_sum, ← himg, div_eq_mul_inv]
  exact mul_le_mul_of_nonneg_left hle (pow_nonneg h0 _)
```

Splitting the far sites into those right of \(i\) and the rest gives two such sums. Within each, `omega` shows that equal separations mean equal sites.

```lean
/-- The weights q^|i-j| of all sites farther than R from site i sum to at most
2 q^(R+1)/(1-q), whatever the length of the chain. -/
theorem far_weight_le {N : ℕ} (R : ℕ) {q : ℝ} (h0 : 0 ≤ q) (h1 : q < 1) (i : Fin N) :
    ∑ j, (if R < sep i j then q ^ sep i j else 0) ≤ 2 * (q ^ (R + 1) / (1 - q)) := by
  -- sites to the right and to the left of i each give one geometric tail
  rw [← Finset.sum_filter, ← Finset.sum_filter_add_sum_filter_not _ (fun j => i.val < j.val),
    two_mul]
  apply add_le_add
  all_goals
    apply tail_sum_le _ (fun j => sep i j) R h0 h1
    · intro j hj
      simp only [Finset.mem_filter, Finset.mem_univ, true_and] at hj
      exact hj.1
    · intro j hj k hk hjk
      simp only [Finset.mem_filter, Finset.mem_univ, true_and] at hj hk
      simp only [sep] at hjk
      apply Fin.ext
      omega
```

The Schur test holds for any square matrix in which the absolute values of the elements sum to at most \(K\) in each row and each column. In the proof, `hrow` is the Cauchy–Schwarz step for one row, and `htot` exchanges the sums and applies the column bound.

```lean
/-- Schur test: if all absolute row and column sums of A are at most K, then
‖A v‖ ≤ K ‖v‖ in the Euclidean norm. -/
theorem schur_test {N : ℕ} (A : Matrix (Fin N) (Fin N) ℂ) {K : ℝ} (hK : 0 ≤ K)
    (hr : ∀ i, ∑ j, ‖A i j‖ ≤ K) (hc : ∀ j, ∑ i, ‖A i j‖ ≤ K) (v : Fin N → ℂ) :
    vecNorm (A *ᵥ v) ≤ K * vecNorm v := by
  -- Cauchy-Schwarz in each row, with weights |A_ij|
  have hrow : ∀ i, ‖(A *ᵥ v) i‖ ^ 2 ≤ K * ∑ j, ‖A i j‖ * ‖v j‖ ^ 2 := by
    intro i
    have h1 : ‖(A *ᵥ v) i‖ ≤ ∑ j, ‖A i j‖ * ‖v j‖ := by
      calc ‖(A *ᵥ v) i‖ = ‖∑ j, A i j * v j‖ := rfl
        _ ≤ ∑ j, ‖A i j * v j‖ := norm_sum_le _ _
        _ = ∑ j, ‖A i j‖ * ‖v j‖ := by simp only [norm_mul]
    have h2 : (∑ j, ‖A i j‖ * ‖v j‖) ^ 2
        ≤ (∑ j, ‖A i j‖) * ∑ j, ‖A i j‖ * ‖v j‖ ^ 2 :=
      Finset.sum_sq_le_sum_mul_sum_of_sq_le_mul _ (fun j _ => norm_nonneg _)
        (fun j _ => by positivity) (fun j _ => le_of_eq (by ring))
    exact ((pow_le_pow_left₀ (norm_nonneg _) h1 2).trans h2).trans
      (mul_le_mul_of_nonneg_right (hr i) (Finset.sum_nonneg fun j _ => by positivity))
  have htot : ∑ i, ‖(A *ᵥ v) i‖ ^ 2 ≤ K ^ 2 * ∑ j, ‖v j‖ ^ 2 := by
    calc ∑ i, ‖(A *ᵥ v) i‖ ^ 2 ≤ ∑ i, K * ∑ j, ‖A i j‖ * ‖v j‖ ^ 2 :=
          Finset.sum_le_sum fun i _ => hrow i
      _ = K * ∑ j, (∑ i, ‖A i j‖) * ‖v j‖ ^ 2 := by
          rw [← Finset.mul_sum, Finset.sum_comm]
          simp only [Finset.sum_mul]
      _ ≤ K * ∑ j, K * ‖v j‖ ^ 2 :=
          mul_le_mul_of_nonneg_left (Finset.sum_le_sum fun j _ =>
            mul_le_mul_of_nonneg_right (hc j) (by positivity)) hK
      _ = K ^ 2 * ∑ j, ‖v j‖ ^ 2 := by
          rw [← Finset.mul_sum]
          ring
  have h := Real.sqrt_le_sqrt htot
  rw [Real.sqrt_mul (sq_nonneg K), Real.sqrt_sq hK] at h
  exact h
```

## Truncation at a fixed cutoff

The operator bound combines these results. No sign of \(C\) is assumed: if the chain has a site, its diagonal element forces \(C\ge0\), and the empty chain is handled separately. The column sums reduce to row sums through `sep_comm`.

```lean
/-- Discarding the elements of an exponentially decaying matrix beyond the cutoff R changes its
action on any vector v by at most 2C q^(R+1)/(1-q) ‖v‖, for every system size N. -/
theorem truncation_error_le {N : ℕ} (R : ℕ) {C q : ℝ} (h0 : 0 ≤ q) (h1 : q < 1)
    {P : Matrix (Fin N) (Fin N) ℂ} (hP : HasExpDecay P C q) (v : Fin N → ℂ) :
    vecNorm (farPart R P *ᵥ v) ≤ 2 * C * q ^ (R + 1) / (1 - q) * vecNorm v := by
  rcases isEmpty_or_nonempty (Fin N) with hN | ⟨⟨i₀⟩⟩
  · simp [vecNorm]
  -- a diagonal element shows that C is nonnegative
  have hC : 0 ≤ C := by
    have h := (norm_nonneg _).trans (hP i₀ i₀)
    simpa [sep] using h
  have hb : ∀ i j, ‖farPart R P i j‖ ≤ C * (if R < sep i j then q ^ sep i j else 0) := by
    intro i j
    simp only [farPart, Matrix.of_apply]
    split_ifs
    · exact hP i j
    · simp
  have hw : ∀ i : Fin N, ∑ j, C * (if R < sep i j then q ^ sep i j else 0)
      ≤ 2 * C * q ^ (R + 1) / (1 - q) := by
    intro i
    rw [← Finset.mul_sum]
    refine (mul_le_mul_of_nonneg_left (far_weight_le R h0 h1 i) hC).trans (le_of_eq ?_)
    ring
  have h1q : 0 ≤ 1 - q := by linarith
  apply schur_test _ (by positivity)
  · exact fun i => (Finset.sum_le_sum fun j _ => hb i j).trans (hw i)
  · intro j
    refine (Finset.sum_le_sum fun i _ => ?_).trans (hw j)
    have h := hb i j
    rwa [sep_comm i j] at h
```

In the next statement the order of quantifiers carries the physics: \(R\) is chosen before \(N\), \(P\) and \(v\).

```lean
/-- For any accuracy ε > 0 one cutoff R serves all system sizes and all matrices with the
same decay constants. -/
theorem exists_uniform_cutoff (C : ℝ) {q ε : ℝ} (h0 : 0 ≤ q) (h1 : q < 1) (hε : 0 < ε) :
    ∃ R : ℕ, ∀ (N : ℕ) (P : Matrix (Fin N) (Fin N) ℂ), HasExpDecay P C q →
      ∀ v, vecNorm (farPart R P *ᵥ v) ≤ ε * vecNorm v := by
  have h1q : 0 < 1 - q := by linarith
  have hD : 0 < 2 * |C| + 1 := by positivity
  obtain ⟨R, hR⟩ := exists_pow_lt_of_lt_one (div_pos (mul_pos hε h1q) hD) h1
  have hR' := (lt_div_iff₀ hD).mp hR
  refine ⟨R, fun N P hP v => (truncation_error_le R h0 h1 hP v).trans
    (mul_le_mul_of_nonneg_right ?_ (Real.sqrt_nonneg _))⟩
  rw [div_le_iff₀ h1q]
  have a : 2 * C * q ^ (R + 1) ≤ (2 * |C| + 1) * q ^ (R + 1) :=
    mul_le_mul_of_nonneg_right (by linarith [le_abs_self C]) (pow_nonneg h0 _)
  have b : (2 * |C| + 1) * q ^ (R + 1) ≤ (2 * |C| + 1) * q ^ R :=
    mul_le_mul_of_nonneg_left (pow_le_pow_of_le_one h0 h1.le (Nat.le_succ R)) hD.le
  linarith
```

The upper Frobenius bound reuses `far_weight_le` with \(q^2\).

```lean
/-- If |P_ij| ≤ C q^|i-j| with 0 ≤ q < 1, the squared Frobenius norm of the discarded part is at
most N times 2C² q^(2R+2)/(1-q²). -/
theorem frobSq_farPart_le {N : ℕ} (R : ℕ) {C q : ℝ} (h0 : 0 ≤ q) (h1 : q < 1)
    {P : Matrix (Fin N) (Fin N) ℂ} (hP : HasExpDecay P C q) :
    frobSq (farPart R P) ≤ N * (2 * C ^ 2 * q ^ (2 * R + 2) / (1 - q ^ 2)) := by
  have hq2 : q ^ 2 < 1 := by nlinarith
  have hb : ∀ i j, ‖farPart R P i j‖ ^ 2
      ≤ C ^ 2 * (if R < sep i j then (q ^ 2) ^ sep i j else 0) := by
    intro i j
    simp only [farPart, Matrix.of_apply]
    split_ifs
    · refine (pow_le_pow_left₀ (norm_nonneg _) (hP i j) 2).trans (le_of_eq ?_)
      ring
    · simp
  have hrow : ∀ i, ∑ j, ‖farPart R P i j‖ ^ 2
      ≤ 2 * C ^ 2 * q ^ (2 * R + 2) / (1 - q ^ 2) := by
    intro i
    refine (Finset.sum_le_sum fun j _ => hb i j).trans ?_
    rw [← Finset.mul_sum]
    refine (mul_le_mul_of_nonneg_left (far_weight_le R (sq_nonneg q) hq2 i)
      (sq_nonneg C)).trans (le_of_eq ?_)
    rw [← pow_mul, show 2 * (R + 1) = 2 * R + 2 by ring]
    ring
  refine (Finset.sum_le_sum fun i _ => hrow i).trans (le_of_eq ?_)
  simp
```

## Growth of the Frobenius error

To count a diagonal, the chain length is written as \(M+m\), where \(m\) is the offset. Each of the first \(M\) rows contains one element of the diagonal, and the remaining rows contribute nonnegative terms.

```lean
/-- In a chain of M + m sites, give each pair (i, j) with j = i + m the weight x ≥ 0 and every other
pair the weight 0; the total weight is at least M x. -/
theorem diagonal_weight (M m : ℕ) {x : ℝ} (hx : 0 ≤ x) :
    (M : ℝ) * x ≤ ∑ i : Fin (M + m), ∑ j : Fin (M + m),
      if j.val = i.val + m then x else 0 := by
  rw [Fin.sum_univ_add]
  have h1 : ∀ i : Fin M, x ≤ ∑ j : Fin (M + m),
      if j.val = (Fin.castAdd m i).val + m then x else 0 := by
    intro i
    have h := Finset.single_le_sum
      (f := fun j : Fin (M + m) => if j.val = (Fin.castAdd m i).val + m then x else 0)
      (fun j _ => by split_ifs; exacts [hx, le_rfl])
      (Finset.mem_univ (⟨i.val + m, Nat.add_lt_add_right i.isLt m⟩ : Fin (M + m)))
    refine le_trans (le_of_eq ?_) h
    simp
  calc (M : ℝ) * x = ∑ _i : Fin M, x := by simp
    _ ≤ _ := Finset.sum_le_sum fun i _ => h1 i
    _ ≤ _ := le_add_of_nonneg_right (Finset.sum_nonneg fun i _ =>
        Finset.sum_nonneg fun j _ => by split_ifs; exacts [hx, le_rfl])
```

With \(m=R+1\) and \(M=N-R-1\), `hpt` compares the two diagonals with \(|D_{ij}|^2\) element by element. Exchanging the sums in `hB` gives the transposed diagonal. The theorem also admits \(N\le R\), where its left side is at most zero, and it needs only \(q\ge0\).

```lean
/-- For P_ij = C q^|i-j| the squared Frobenius norm of the discarded part is at least
2(N-R-1) C² q^(2R+2). -/
theorem le_frobSq_expModel (N R : ℕ) {C q : ℝ} (h0 : 0 ≤ q) :
    2 * ((N : ℝ) - R - 1) * C ^ 2 * q ^ (2 * R + 2)
      ≤ frobSq (farPart R (expModel N C q)) := by
  have hx : 0 ≤ C ^ 2 * q ^ (2 * R + 2) := by positivity
  rcases Nat.lt_or_ge R N with hRN | hNR
  · obtain ⟨M, rfl⟩ : ∃ M, N = M + (R + 1) := ⟨N - (R + 1), by omega⟩
    have hval : ∀ i j : Fin (M + (R + 1)), sep i j = R + 1 →
        ‖farPart R (expModel (M + (R + 1)) C q) i j‖ ^ 2 = C ^ 2 * q ^ (2 * R + 2) := by
      intro i j hs
      simp only [farPart, expModel, Matrix.of_apply, hs]
      rw [if_pos (Nat.lt_succ_self R), Complex.norm_real, Real.norm_eq_abs, sq_abs]
      ring
    -- keep only the two diagonals at separation R + 1
    have hpt : ∀ i j : Fin (M + (R + 1)),
        (if j.val = i.val + (R + 1) then C ^ 2 * q ^ (2 * R + 2) else 0)
          + (if i.val = j.val + (R + 1) then C ^ 2 * q ^ (2 * R + 2) else 0)
        ≤ ‖farPart R (expModel (M + (R + 1)) C q) i j‖ ^ 2 := by
      intro i j
      by_cases a : j.val = i.val + (R + 1)
      · have b : ¬ i.val = j.val + (R + 1) := by omega
        rw [if_pos a, if_neg b, add_zero]
        exact (hval i j (by unfold sep; omega)).ge
      · rw [if_neg a, zero_add]
        by_cases b : i.val = j.val + (R + 1)
        · rw [if_pos b]
          exact (hval i j (by unfold sep; omega)).ge
        · rw [if_neg b]
          positivity
    have hA := diagonal_weight M (R + 1) hx
    have hB := diagonal_weight M (R + 1) hx
    rw [Finset.sum_comm] at hB
    have hS := Finset.sum_le_sum fun i (_ : i ∈ Finset.univ) =>
      Finset.sum_le_sum fun j (_ : j ∈ Finset.univ) => hpt i j
    simp only [Finset.sum_add_distrib] at hS
    have e : 2 * (((M + (R + 1) : ℕ) : ℝ) - R - 1) * C ^ 2 * q ^ (2 * R + 2)
        = M * (C ^ 2 * q ^ (2 * R + 2)) + M * (C ^ 2 * q ^ (2 * R + 2)) := by
      push_cast
      ring
    rw [e]
    exact (add_le_add hA hB).trans hS
  · have h : (N : ℝ) ≤ R := by exact_mod_cast hNR
    have hF : 0 ≤ frobSq (farPart R (expModel N C q)) :=
      Finset.sum_nonneg fun i _ => Finset.sum_nonneg fun j _ => by positivity
    have hn : 0 ≤ ((R : ℝ) + 1 - N) * (C ^ 2 * q ^ (2 * R + 2)) :=
      mul_nonneg (by linarith) hx
    linarith
```

The last theorem picks \(N\) above the threshold found by hand.

```lean
/-- Let C ≠ 0 and q > 0. At any fixed cutoff R, for every bound B there is a system size at which
the squared Frobenius error of the model matrix exceeds B. -/
theorem frobSq_unbounded (R : ℕ) {C q : ℝ} (hC : C ≠ 0) (h0 : 0 < q) (B : ℝ) :
    ∃ N : ℕ, B < frobSq (farPart R (expModel N C q)) := by
  have hx : 0 < 2 * (C ^ 2 * q ^ (2 * R + 2)) := by positivity
  obtain ⟨N, hN⟩ := exists_nat_gt (B / (2 * (C ^ 2 * q ^ (2 * R + 2))) + R + 1)
  have h : B / (2 * (C ^ 2 * q ^ (2 * R + 2))) < (N : ℝ) - R - 1 := by linarith
  rw [div_lt_iff₀ hx] at h
  refine ⟨N, lt_of_lt_of_le ?_ (le_frobSq_expModel N R h0.le)⟩
  linarith

end

end DecayTruncation
```

```lean
#print axioms DecayTruncation.truncation_error_le
#print axioms DecayTruncation.exists_uniform_cutoff
#print axioms DecayTruncation.frobSq_farPart_le
#print axioms DecayTruncation.frobSq_unbounded
```

```
'DecayTruncation.truncation_error_le' depends on axioms: [propext, Classical.choice, Quot.sound]
'DecayTruncation.exists_uniform_cutoff' depends on axioms: [propext, Classical.choice, Quot.sound]
'DecayTruncation.frobSq_farPart_le' depends on axioms: [propext, Classical.choice, Quot.sound]
'DecayTruncation.frobSq_unbounded' depends on axioms: [propext, Classical.choice, Quot.sound]
```

The theorems concern finite open chains with an entrywise cutoff. Periodic chains and higher-dimensional lattices would need their own count of sites at each distance.
